# Determinant ratio and rank-one Green's function update for a single field change in Hirsch-Fye Monte Carlo

Let $M(V) = 1 - B\,e^{V}$, where $B$ is a square complex matrix and $V$ is a diagonal matrix of auxiliary fields $V_i$, and let $G$ satisfy $M(V)\,G = 1$. If a second set of fields $V'$ differs from $V$ at most at the index $l$, then

$$
R := \frac{\det M(V')}{\det M(V)} = 1 + (1 - G_{ll})\,d_l, \qquad d_i = e^{V'_i - V_i} - 1 .
$$

If $R \neq 0$, the Green's function of the new fields is

$$
G'_{ij} = G_{ij} - \frac{(\delta_{il} - G_{il})\,d_l\,G_{lj}}{R} .
$$

## Accepting or rejecting a spin flip

A Hirsch-Fye impurity solver replaces the interaction by Ising spins on the imaginary-time slices. For a single orbital with repulsion $U$ and time step $\Delta\tau$, the usual fields are $V_i = \pm\lambda$ with $\cosh\lambda = e^{\Delta\tau U/2}$. The Ising spin sets the sign, which is opposite for the two electron spins. For each configuration the electrons are non-interacting, and the weight is a product of determinants of $M$, one per electron spin, up to a factor that does not depend on the configuration. For a proposed flip, the identity supplies the factor that each electron spin contributes to the weight ratio.

For a single-orbital impurity, the index $i$ labels the time slices. If $\mathcal G$ is the invertible Green's function matrix at zero field, then $M(0) = 1 - B = \mathcal G^{-1}$ fixes $B = 1 - \mathcal G^{-1}$.

For one electron spin, the step reads as follows in Python with NumPy:

```python
d = np.expm1(V_new - V[l])
R = 1 + (1 - G[l, l]) * d

# only if the flip is accepted
col = -G[:, l]
col[l] += 1
G -= np.outer(col, G[l, :]) * (d / R)
V[l] = V_new
```

The acceptance test uses the product of the ratios for the two electron spins, and an accepted flip updates both Green's functions. With $N$ slices, the ratio takes a fixed number of operations and the update takes of order $N^2$, whereas a dense factorisation of $M(V')$ takes of order $N^3$. A version with explicit loops can save row $l$ and column $l$ before it overwrites $G$, so that every new entry is computed from the old values.

## One factorisation behind the ratio and the update

Write $E = e^{V}$ and $D = \mathrm{diag}(d_i)$. Since $e^{V'_i} = e^{V_i}(1 + d_i)$, the new field factor is $E + ED$. With $BE = 1 - M(V)$ and $M(V)G = 1$,

$$
\begin{aligned}
M(V') &= 1 - BE - BED = M(V) + M(V)D - D \\
&= M(V) + M(V)D - M(V)GD = M(V)\,[\,1 + (1-G)D\,] .
\end{aligned}
$$

Taking the determinant of $M(V)G = 1$ gives $\det M(V)\det G = 1$, so $\det M(V) \neq 0$ and

$$
\frac{\det M(V')}{\det M(V)} = \det[\,1 + (1-G)D\,] .
$$

Now let all changed fields lie at distinct indices $s(a)$, where $a$ runs over a finite set. Then $d_j = 0$ at every other index, and $(1-G)D = XY$ with

$$
X_{ia} = (1-G)_{i\,s(a)}\,d_{s(a)}, \qquad Y_{aj} = \delta_{s(a)\,j} .
$$

The identity $\det(1 + XY) = \det(1 + YX)$ leaves a determinant whose size is the number of selected indices, with

$$
(YX)_{ab} = (1-G)_{s(a)\,s(b)}\,d_{s(b)} .
$$

For one index $l$, this is the $1\times 1$ determinant $R$. For two distinct indices $l$ and $m$, the off-diagonal entries are $-G_{lm}d_m$ and $-G_{ml}d_l$, so the ratio is

$$
[1 + (1-G_{ll})d_l]\,[1 + (1-G_{mm})d_m] - G_{lm}G_{ml}\,d_l d_m .
$$

A code that proposes two flips together and multiplies two single-flip ratios taken from the same $G$ therefore misses the last term.

For the update, $M(V')G' = 1$ holds if $[1 + (1-G)D]\,G' = G$. When only $V_l$ changes, the entries of this equation are

$$
G'_{ij} + (\delta_{il} - G_{il})\,d_l\,G'_{lj} = G_{ij} .
$$

Setting $i = l$ gives $R\,G'_{lj} = G_{lj}$. Dividing by $R$ and inserting the result for general $i$ gives the update formula.

## The ratio, the cluster formula and the update in Lean

```lean
import Mathlib

open Matrix

namespace HirschFyeDeterminantRatio

noncomputable section

variable {n k : Type*} [Fintype n] [DecidableEq n] [Fintype k] [DecidableEq k]

/-- The fermion matrix `1 - B exp(V)` for a diagonal auxiliary field `V`. -/
def fermionMatrix (B : Matrix n n ℂ) (V : n → ℂ) : Matrix n n ℂ :=
  1 - B * diagonal (fun i => Complex.exp (V i))

/-- The relative change `exp(V'_i - V_i) - 1` of the field factor at index `i`. -/
def fieldChange (V V' : n → ℂ) (i : n) : ℂ :=
  Complex.exp (V' i - V i) - 1

/-- The rank-one update of a Green's function `G` when the field factor at `l` changes by the
relative amount `d`; it is meant for use when `1 + (1 - G_ll) d ≠ 0`. -/
def fastUpdate (G : Matrix n n ℂ) (l : n) (d : ℂ) : Matrix n n ℂ :=
  Matrix.of fun i j => G i j - (1 - G) i l * d * G l j / (1 + (1 - G l l) * d)

/-- The fermion matrix of the new field is that of the old field times
`1 + (1 - G)(exp(V' - V) - 1)`. -/
theorem fermionMatrix_factor {B G : Matrix n n ℂ} {V : n → ℂ}
    (hG : fermionMatrix B V * G = 1) (V' : n → ℂ) :
    fermionMatrix B V' =
      fermionMatrix B V * (1 + (1 - G) * diagonal (fieldChange V V')) := by
  -- the new field factor is the old one plus its relative change
  have hE : diagonal (fun i => Complex.exp (V' i)) =
      diagonal (fun i => Complex.exp (V i)) +
        diagonal (fun i => Complex.exp (V i)) * diagonal (fieldChange V V') := by
    rw [diagonal_mul_diagonal, diagonal_add]
    congr 1
    funext i
    have h : Complex.exp (V' i) = Complex.exp (V i) * Complex.exp (V' i - V i) := by
      rw [← Complex.exp_add]
      congr 1
      ring
    simp only [fieldChange]
    linear_combination h
  have hR : fermionMatrix B V * (1 + (1 - G) * diagonal (fieldChange V V')) =
      fermionMatrix B V + fermionMatrix B V * diagonal (fieldChange V V')
        - (fermionMatrix B V * G) * diagonal (fieldChange V V') := by
    noncomm_ring
  rw [hR, hG]
  unfold fermionMatrix
  rw [hE]
  noncomm_ring

/-- A fermion matrix that has a Green's function has nonzero determinant. -/
theorem det_fermionMatrix_ne_zero {B G : Matrix n n ℂ} {V : n → ℂ}
    (hG : fermionMatrix B V * G = 1) : (fermionMatrix B V).det ≠ 0 := by
  intro h
  have h1 := congrArg Matrix.det hG
  rw [det_mul, h, zero_mul, det_one] at h1
  exact zero_ne_one h1

/-- When only the fields at the indices `s a` change, the determinant ratio is a determinant whose
size is the number of selected indices. -/
theorem det_ratio_cluster {B G : Matrix n n ℂ} {V V' : n → ℂ}
    (hG : fermionMatrix B V * G = 1) (s : k → n) (hs : Function.Injective s)
    (hV : ∀ i, i ∉ Set.range s → V' i = V i) :
    (fermionMatrix B V').det / (fermionMatrix B V).det =
      (1 + (1 - G).submatrix s s * diagonal (fun a => fieldChange V V' (s a))).det := by
  -- the change factors through the selected indices
  have hsplit : (1 - G) * diagonal (fieldChange V V') =
      ((1 - G).submatrix id s * diagonal (fun a => fieldChange V V' (s a))) *
        (1 : Matrix n n ℂ).submatrix s id := by
    ext i j
    rw [Matrix.mul_diagonal, Matrix.mul_apply]
    simp only [Matrix.mul_diagonal, Matrix.submatrix_apply, id_eq, Matrix.one_apply]
    by_cases hj : j ∈ Set.range s
    · obtain ⟨b, rfl⟩ := hj
      rw [Finset.sum_eq_single b]
      · simp
      · intro a _ hab
        have hne : s a ≠ s b := fun h => hab (hs h)
        rw [if_neg hne, mul_zero]
      · intro h
        exact absurd (Finset.mem_univ b) h
    · rw [Finset.sum_eq_zero]
      · simp [fieldChange, hV j hj]
      · intro a _
        have hne : s a ≠ j := fun h => hj ⟨a, h⟩
        rw [if_neg hne, mul_zero]
  have hrestrict : (1 : Matrix n n ℂ).submatrix s id * (1 - G).submatrix id s =
      (1 - G).submatrix s s := by
    ext a b
    simp only [Matrix.mul_apply, Matrix.submatrix_apply, id_eq, Matrix.one_apply, ite_mul,
      one_mul, zero_mul, Finset.sum_ite_eq, Finset.mem_univ, if_true]
  -- exchange the two factors inside the determinant
  rw [fermionMatrix_factor hG V', det_mul,
    mul_div_cancel_left₀ _ (det_fermionMatrix_ne_zero hG), hsplit, det_one_add_mul_comm,
    ← Matrix.mul_assoc, hrestrict]

/-- Hirsch-Fye determinant ratio: if the fields differ only at `l`, the ratio of fermion
determinants is `1 + (1 - G_ll)(exp(V'_l - V_l) - 1)`. -/
theorem det_ratio_single_flip {B G : Matrix n n ℂ} {V V' : n → ℂ}
    (hG : fermionMatrix B V * G = 1) (l : n) (hV : ∀ i, i ≠ l → V' i = V i) :
    (fermionMatrix B V').det / (fermionMatrix B V).det =
      1 + (1 - G l l) * (Complex.exp (V' l - V l) - 1) := by
  rw [det_ratio_cluster hG (fun _ : Fin 1 => l) (fun a b _ => Subsingleton.elim a b)
    (fun i hi => hV i (fun h => hi ⟨0, h.symm⟩)), det_fin_one]
  simp [Matrix.mul_diagonal, fieldChange]

/-- For fields changed at two distinct indices, the determinant ratio is the product of the two
single-flip ratios minus a term with the Green's functions between the two indices. -/
theorem det_ratio_two_flips {B G : Matrix n n ℂ} {V V' : n → ℂ}
    (hG : fermionMatrix B V * G = 1) {l m : n} (hlm : l ≠ m)
    (hV : ∀ i, i ≠ l → i ≠ m → V' i = V i) :
    (fermionMatrix B V').det / (fermionMatrix B V).det =
      (1 + (1 - G l l) * fieldChange V V' l) * (1 + (1 - G m m) * fieldChange V V' m)
        - G l m * G m l * fieldChange V V' l * fieldChange V V' m := by
  have hs : Function.Injective ![l, m] := by
    intro a b h
    fin_cases a <;> fin_cases b <;> simp [hlm, hlm.symm] at h ⊢
  rw [det_ratio_cluster hG ![l, m] hs
    (fun i hi => hV i (fun h => hi ⟨0, h.symm⟩) (fun h => hi ⟨1, h.symm⟩)), det_fin_two]
  have h1 : (1 : Matrix n n ℂ) l m = 0 := Matrix.one_apply_ne hlm
  have h2 : (1 : Matrix n n ℂ) m l = 0 := Matrix.one_apply_ne hlm.symm
  have h3 : (1 : Matrix (Fin 2) (Fin 2) ℂ) 0 1 = 0 := Matrix.one_apply_ne (by decide)
  have h4 : (1 : Matrix (Fin 2) (Fin 2) ℂ) 1 0 = 0 := Matrix.one_apply_ne (by decide)
  simp only [Matrix.add_apply, Matrix.mul_diagonal, Matrix.submatrix_apply, Matrix.sub_apply,
    Matrix.cons_val_zero, Matrix.cons_val_one, Matrix.one_apply_eq, h1, h2, h3, h4]
  ring

/-- After a change of the field at `l` alone, the new fermion matrix is nonsingular exactly when
the single-flip ratio is nonzero. -/
theorem det_ne_zero_iff_ratio_ne_zero {B G : Matrix n n ℂ} {V V' : n → ℂ}
    (hG : fermionMatrix B V * G = 1) (l : n) (hV : ∀ i, i ≠ l → V' i = V i) :
    (fermionMatrix B V').det ≠ 0 ↔ 1 + (1 - G l l) * fieldChange V V' l ≠ 0 := by
  have h := det_ratio_single_flip hG l hV
  unfold fieldChange
  rw [← h]
  simp [div_eq_zero_iff, det_fermionMatrix_ne_zero hG]

/-- If the single-flip ratio is nonzero, the rank-one update of `G` is the Green's function of
the new field. -/
theorem fastUpdate_is_green {B G : Matrix n n ℂ} {V V' : n → ℂ}
    (hG : fermionMatrix B V * G = 1) (l : n) (hV : ∀ i, i ≠ l → V' i = V i)
    (hR : 1 + (1 - G l l) * fieldChange V V' l ≠ 0) :
    fermionMatrix B V' * fastUpdate G l (fieldChange V V' l) = 1 := by
  have h : (1 + (1 - G) * diagonal (fieldChange V V')) *
      fastUpdate G l (fieldChange V V' l) = G := by
    ext i j
    -- only the changed index contributes to the sum
    have hsum : ((1 - G) * diagonal (fieldChange V V') *
        fastUpdate G l (fieldChange V V' l)) i j =
        (1 - G) i l * fieldChange V V' l * fastUpdate G l (fieldChange V V' l) l j := by
      rw [Matrix.mul_apply, Finset.sum_eq_single l]
      · rw [Matrix.mul_diagonal]
      · intro p _ hp
        rw [Matrix.mul_diagonal]
        simp [fieldChange, hV p hp]
      · intro h
        exact absurd (Finset.mem_univ l) h
    rw [add_mul, one_mul, Matrix.add_apply, hsum]
    simp only [fastUpdate, Matrix.of_apply, Matrix.sub_apply, Matrix.one_apply_eq]
    linear_combination (-(((1 : Matrix n n ℂ) i l - G i l) * fieldChange V V' l * G l j)) *
      mul_inv_cancel₀ hR
  rw [fermionMatrix_factor hG V', Matrix.mul_assoc, h, hG]

/-- Two time slices with antiperiodic boundary and fields `v`, `-v` have an explicit Green's
function. -/
theorem green_witness (v : ℂ) :
    fermionMatrix !![0, -1; 1, 0] ![v, -v] *
      !![1 / 2, -Complex.exp (-v) / 2; Complex.exp v / 2, 1 / 2] = 1 := by
  have h : Complex.exp v * Complex.exp (-v) = 1 := by
    rw [← Complex.exp_add, add_neg_cancel, Complex.exp_zero]
  have hM : fermionMatrix !![0, -1; 1, 0] ![v, -v] =
      !![1, Complex.exp (-v); -Complex.exp v, 1] := by
    ext i j
    rw [fermionMatrix, Matrix.sub_apply, Matrix.mul_diagonal]
    fin_cases i <;> fin_cases j <;> simp
  rw [hM, Matrix.mul_fin_two, Matrix.one_fin_two]
  ext i j
  fin_cases i <;> fin_cases j
  · change 1 * (1 / 2) + Complex.exp (-v) * (Complex.exp v / 2) = 1
    linear_combination h / 2
  · change 1 * (-Complex.exp (-v) / 2) + Complex.exp (-v) * (1 / 2) = 0
    ring
  · change -Complex.exp v * (1 / 2) + 1 * (Complex.exp v / 2) = 0
    ring
  · change -Complex.exp v * (-Complex.exp (-v) / 2) + 1 * (1 / 2) = 1
    linear_combination h / 2

end

end HirschFyeDeterminantRatio
```

```lean
#print axioms HirschFyeDeterminantRatio.det_ratio_two_flips
#print axioms HirschFyeDeterminantRatio.det_ne_zero_iff_ratio_ne_zero
#print axioms HirschFyeDeterminantRatio.fastUpdate_is_green
```

```
'HirschFyeDeterminantRatio.det_ratio_two_flips' depends on axioms: [propext, Classical.choice, Quot.sound]
'HirschFyeDeterminantRatio.det_ne_zero_iff_ratio_ne_zero' depends on axioms: [propext, Classical.choice, Quot.sound]
'HirschFyeDeterminantRatio.fastUpdate_is_green' depends on axioms: [propext, Classical.choice, Quot.sound]
```

## How the statements and proofs match the algebra

The type `n` is the finite index set of the matrix, and `fermionMatrix B V` is $M(V)$. The fields are functions `n → ℂ`, which covers real fields as well as complex ones. `fieldChange V V' i` is $d_i$, and `fastUpdate G l d` is the rank-one formula. The hypothesis `hG` says that `G` is a right inverse of the old matrix; for finite square matrices, this makes it the two-sided inverse. The hypothesis `hV` says that the fields agree away from the selected indices.

- `fermionMatrix_factor` is the factorisation. Its step `hE` writes the new field factor as $E + ED$. The step `hR` expands the product, `hG` replaces $M(V)G$ by 1, and `noncomm_ring` compares the remaining terms without commuting matrices.
- `det_fermionMatrix_ne_zero` takes determinants in $M(V)G = 1$, which justifies dividing by $\det M(V)$.
- `det_ratio_cluster` is the reduction to the selected indices, given by the injective map `s`. The step `hsplit` is $(1-G)D = XY$, `det_one_add_mul_comm` exchanges the factors, and `hrestrict` evaluates the restricted block of $1-G$.
- `det_ratio_single_flip` and `det_ratio_two_flips` apply the cluster formula to one and two indices and expand the small determinants.
- `det_ne_zero_iff_ratio_ne_zero` shows that, after a change at $l$ alone, $M(V')$ is nonsingular exactly when $R \neq 0$. A move with $R = 0$ leads to a configuration of zero weight.
- `fastUpdate_is_green` proves $M(V')G' = 1$ when $R \neq 0$. The step `hsum` keeps only the term at $l$, and `linear_combination` checks the scalar identity using $R R^{-1} = 1$. The conclusion has the same form as `hG`, so the theorem applies again to the next flip.
- `green_witness` verifies a two-slice antiperiodic example with fields $v$ and $-v$, entry by entry.

The last example also makes a small check for a code. Its Green's function has $G_{00} = 1/2$, counting from zero as Lean and Python do. Changing the first field from $v$ to $-v$ gives $R = (1 + e^{-2v})/2$, which agrees with the direct determinants $1 + e^{-2v}$ and $2$.

## Exact algebra for one field configuration

Apart from the two-slice example, the theorems hold for every finite matrix size at which the named indices exist, and they assume no particular structure of $B$. The existence of the starting Green's function is assumed through `hG`; physically, it means that the current configuration has nonzero weight for that electron spin. The ratio formulas do not assume that the new matrix is invertible. For a single flip, it is invertible exactly when $R \neq 0$, which is the condition assumed for the update.

The convention matters when the formulas are carried into a code: $G$ is the inverse of $1 - B\,e^{V}$, with the field factor to the right of $B$. A code that stores $-G$, or places the field factor elsewhere, needs the corresponding change in the formulas.

The equation $G' = G + (G-1)DG'$ is a rearrangement of the one solved for the update; the file proves it inside `fastUpdate_is_green` for the explicit $G'$, without a separate theorem for a general pair of Green's functions.

The derivation of $M$ from a Hamiltonian, the time-step error, the sign of the weights and the convergence of the sampling lie beyond these statements. So does rounding: repeated updates accumulate floating-point error, and a small $|R|$ can amplify it. Recomputing $G$ from $M(V)$ at intervals and comparing it with the updated matrix shows how large that error has become.
